# A spectral lower bound on the active part of strongly contracted NEVPT2 denominators, for an exact active-space eigenstate

At fixed nonzero coupling, a second-order perturbation contribution grows without limit in magnitude as its energy denominator approaches zero. In strongly contracted NEVPT2 the denominator has two parts: orbital energies of the inactive and virtual electrons, and the mean energy change of the active electrons when an operator $A$ adds, removes or rearranges them. How low can this second part go?

Let $H$ be the active-space Hamiltonian and $p$ the reference state. The active part is

$$D=\frac{\langle Ap,(HA-AH)p\rangle}{\|Ap\|^2}.$$

States are vectors in a complex inner product space `V`, and operators are linear maps. The inner product is linear in its second argument. Neither $p$ nor $Ap$ need be normalised, but $Ap$ must be nonzero for the quotient to have meaning.

```lean
import Mathlib

open scoped InnerProductSpace

namespace NEVPT2Denominators

noncomputable section

variable {V : Type*} [NormedAddCommGroup V] [InnerProductSpace ℂ V]
```

`activeDenominator` is complex-valued, so that $D$ is real has to be proved. It uses a single $A$, the active factor for fixed inactive and virtual spin orbitals; a spin-summed perturber with several such factors is not covered.

```lean
/-- The active-space part of a strongly contracted NEVPT2 denominator:
the commutator expectation `⟨Ap, (HA - AH)p⟩` divided by the squared norm of `Ap`. -/
def activeDenominator (H A : V →ₗ[ℂ] V) (p : V) : ℂ :=
  inner ℂ (A p) ((H ∘ₗ A - A ∘ₗ H) p) / (‖A p‖ : ℂ) ^ 2
```

## (a) Norms from inner products

Show that, as complex numbers,

$$\langle v,v\rangle=\|v\|^2.$$

Conjugate symmetry makes $\langle v,v\rangle$ real, and the norm is defined as the square root of that number. The lemma writes the right side as a real square embedded in $\mathbb C$.

```lean
private theorem inner_self_ofReal (v : V) : inner ℂ v v = ((‖v‖ ^ 2 : ℝ) : ℂ) :=
  (inner_self_eq_norm_sq_to_K (𝕜 := ℂ) v).trans (Complex.ofReal_pow _ _).symm
```

## (b) Shifting the energy zero

For real $m$ and any linear $H$, show that

$$\mathrm{Re}\langle v,(H-m)v\rangle=\mathrm{Re}\langle v,Hv\rangle-m\|v\|^2.$$

Linearity in the second argument gives $\langle v,Hv\rangle-m\langle v,v\rangle$. Insert (a) and take the real part.

```lean
private theorem re_shift (H : V →ₗ[ℂ] V) (m : ℝ) (v : V) :
    (inner ℂ v (H v - (m : ℂ) • v)).re = (inner ℂ v (H v)).re - m * ‖v‖ ^ 2 := by
  rw [inner_sub_right, inner_smul_right, inner_self_ofReal, ← Complex.ofReal_mul,
    Complex.sub_re, Complex.ofReal_re]
```

## (c) Mean energies in an invariant subspace

From here on, except in (e), `V` is finite-dimensional. Let $H$ be self-adjoint, let $W$ be a subspace with $HW\subseteq W$, and let every eigenvalue of $H$ with a nonzero eigenvector in $W$ be at least $m$. For $v\in W$, show that

$$m\|v\|^2\le\mathrm{Re}\langle v,Hv\rangle.$$

The restriction of $H$ to $W$ is self-adjoint, so $W$ has an orthonormal basis with $Hb_i=\mu_ib_i$ and $\mu_i\ge m$. Put $c_i=\langle b_i,v\rangle$. Then

$$\langle b_i,(H-m)v\rangle=\langle Hb_i,v\rangle-mc_i=(\mu_i-m)c_i,$$

$$\langle v,(H-m)v\rangle=\sum_i\overline{c_i}(\mu_i-m)c_i=\sum_i(\mu_i-m)|c_i|^2\ge0,$$

and (b) gives the claim.

In Lean, `IsSymmetric` is self-adjointness, `hW` is invariance and `hm` is the spectral condition. The vectors `u` and `w` are $v$ and $(H-m)v$ regarded as elements of $W$. `h1` computes the coefficient, and `h2` turns each term into a real weight times a squared modulus.

```lean
/-- If `H` is self-adjoint and all its eigenvalues in an invariant subspace are at least `m`, then
the energy expectation of each vector of that subspace is at least `m` times its squared norm. -/
theorem rayleigh_lower_bound [FiniteDimensional ℂ V] {H : V →ₗ[ℂ] V} (hH : H.IsSymmetric)
    {W : Submodule ℂ V} (hW : ∀ v ∈ W, H v ∈ W) {m : ℝ}
    (hm : ∀ (μ : ℝ), ∀ v ∈ W, v ≠ 0 → H v = (μ : ℂ) • v → m ≤ μ) {v : V} (hv : v ∈ W) :
    m * ‖v‖ ^ 2 ≤ (inner ℂ v (H v)).re := by
  have hT : (H.restrict hW).IsSymmetric := fun x y => hH x y
  -- an orthonormal eigenbasis of the invariant subspace
  obtain ⟨b, μ, hb⟩ : ∃ (b : OrthonormalBasis (Fin (Module.finrank ℂ W)) ℂ W)
      (μ : Fin (Module.finrank ℂ W) → ℝ), ∀ i, H (b i : V) = (μ i : ℂ) • (b i : V) :=
    ⟨hT.eigenvectorBasis rfl, hT.eigenvalues rfl,
      fun i => congrArg Subtype.val (hT.apply_eigenvectorBasis rfl i)⟩
  have hμ : ∀ i, m ≤ μ i := fun i =>
    hm (μ i) (b i) (b i).2 (fun h => b.orthonormal.ne_zero i (Subtype.ext h)) (hb i)
  let u : W := ⟨v, hv⟩
  let w : W := ⟨H v - (m : ℂ) • v, W.sub_mem (hW v hv) (W.smul_mem _ hv)⟩
  have hpos : 0 ≤ (inner ℂ u w).re := by
    rw [← b.sum_inner_mul_inner u w, Complex.re_sum]
    refine Finset.sum_nonneg fun i _ => ?_
    have h1 : inner ℂ (b i) w = ((μ i - m : ℝ) : ℂ) * inner ℂ (b i) u := by
      change inner ℂ (b i : V) (H v - (m : ℂ) • v) = _ * inner ℂ (b i : V) v
      rw [inner_sub_right, ← hH (b i : V) v, hb i, inner_smul_left, inner_smul_right,
        Complex.conj_ofReal]
      push_cast
      ring
    have h2 : ∀ (r : ℝ) (z : ℂ),
        (starRingEnd ℂ z * ((r : ℂ) * z)).re = r * (z.re ^ 2 + z.im ^ 2) := by
      intro r z
      simp [Complex.mul_re, Complex.mul_im]
      ring
    rw [h1, ← inner_conj_symm u (b i), h2]
    exact mul_nonneg (sub_nonneg.2 (hμ i)) (by positivity)
  have h3 : 0 ≤ (inner ℂ v (H v - (m : ℂ) • v)).re := hpos
  rw [re_shift] at h3
  linarith
```

## (d) Attaining the lowest mean energy

Under the same conditions, suppose that $\mathrm{Re}\langle v,Hv\rangle=m\|v\|^2$. Show that

$$Hv=mv.$$

Let $K=H-m$ and $w=Kv$, which lies in $W$. By (b), $\mathrm{Re}\langle v,w\rangle=0$, and since $K$ is self-adjoint, $\langle v,Kw\rangle=\langle w,w\rangle=\|w\|^2$. Apply (c) to $v+tw$ for real $t$:

$$0\le\mathrm{Re}\langle v+tw,K(v+tw)\rangle=t^2\,\mathrm{Re}\langle w,Kw\rangle+2t\|w\|^2.$$

A quadratic that is nonnegative for all $t$ has discriminant at most zero. Here the discriminant is $4\|w\|^4$, so $w=0$.

The step `hsym` is the self-adjointness identity, `q` is the quadratic inequality, and `discrim_le_zero` supplies the last argument.

```lean
/-- Let `H` be self-adjoint with all its eigenvalues in an invariant subspace at least `m`. A vector
of that subspace whose energy expectation equals `m` times its squared norm satisfies the eigenvalue
equation with eigenvalue `m`. -/
theorem eigenvector_of_rayleigh_eq [FiniteDimensional ℂ V] {H : V →ₗ[ℂ] V}
    (hH : H.IsSymmetric) {W : Submodule ℂ V} (hW : ∀ v ∈ W, H v ∈ W) {m : ℝ}
    (hm : ∀ (μ : ℝ), ∀ v ∈ W, v ≠ 0 → H v = (μ : ℂ) • v → m ≤ μ) {v : V} (hv : v ∈ W)
    (heq : (inner ℂ v (H v)).re = m * ‖v‖ ^ 2) : H v = (m : ℂ) • v := by
  obtain ⟨w, hw⟩ : ∃ w, w = H v - (m : ℂ) • v := ⟨_, rfl⟩
  have hwW : w ∈ W := hw ▸ W.sub_mem (hW v hv) (W.smul_mem _ hv)
  have hHv : H v = w + (m : ℂ) • v := by rw [hw, sub_add_cancel]
  have h0 : (inner ℂ v w).re = 0 := by rw [hw, re_shift, heq, sub_self]
  have hsym : inner ℂ v (H w - (m : ℂ) • w) = inner ℂ w w := by
    rw [inner_sub_right, inner_smul_right, ← hH v w, hHv, inner_add_left, inner_smul_left,
      Complex.conj_ofReal]
    ring
  -- vary the vector along its residual `w`: a nonnegative quadratic without constant term
  have q : ∀ t : ℝ, 0 ≤ (inner ℂ w (H w - (m : ℂ) • w)).re * (t * t)
      + (2 * ‖w‖ ^ 2) * t + 0 := by
    intro t
    have e : H (v + (t : ℂ) • w) - (m : ℂ) • (v + (t : ℂ) • w)
        = w + (t : ℂ) • (H w - (m : ℂ) • w) := by
      rw [map_add, map_smul, hHv]
      module
    have h := rayleigh_lower_bound hH hW hm (W.add_mem hv (W.smul_mem (t : ℂ) hwW))
    rw [← sub_nonneg, ← re_shift, e] at h
    simp only [inner_add_left, inner_add_right, inner_smul_left, inner_smul_right,
      Complex.conj_ofReal, hsym, inner_self_ofReal, Complex.add_re, Complex.re_ofReal_mul,
      Complex.ofReal_re, h0] at h
    linarith
  have hd := discrim_le_zero q
  unfold discrim at hd
  have hs : (2 * ‖w‖ ^ 2) ^ 2 = 0 := le_antisymm (by linarith) (sq_nonneg _)
  have hw0 : w = 0 := by simpa using hs
  rw [hHv, hw0, zero_add]
```

## (e) The commutator as an energy difference

Let $H$ be self-adjoint, $Hp=E_0p$ with $E_0$ real, and $Ap\ne0$. Show that

$$D=\frac{\mathrm{Re}\langle Ap,HAp\rangle}{\|Ap\|^2}-E_0.$$

The eigenvalue equation gives $(HA-AH)p=HAp-E_0Ap$. Take the inner product with $Ap$ and divide by $\|Ap\|^2$. Self-adjointness makes $\langle Ap,HAp\rangle$ equal to its own conjugate, so it is real; this is `hreal`.

The condition `hp` stands for an active state solved exactly within its space, which a truncated or unconverged state generally does not satisfy. It need not be the ground state.

```lean
/-- For an eigenstate `p` of energy `E0`, the active denominator is the mean energy of `Ap`
minus `E0`. -/
theorem activeDenominator_eq {H A : V →ₗ[ℂ] V} (hH : H.IsSymmetric) {p : V} {E0 : ℝ}
    (hp : H p = (E0 : ℂ) • p) (hA : A p ≠ 0) :
    activeDenominator H A p
      = (((inner ℂ (A p) (H (A p))).re / ‖A p‖ ^ 2 - E0 : ℝ) : ℂ) := by
  have hn : (‖A p‖ : ℂ) ≠ 0 := Complex.ofReal_ne_zero.2 (norm_ne_zero_iff.2 hA)
  have hreal : (((inner ℂ (A p) (H (A p))).re : ℝ) : ℂ) = inner ℂ (A p) (H (A p)) :=
    Complex.conj_eq_iff_re.1 ((inner_conj_symm _ _).trans (hH _ _))
  unfold activeDenominator
  rw [LinearMap.sub_apply, LinearMap.comp_apply, LinearMap.comp_apply, hp, map_smul,
    inner_sub_right, inner_smul_right, inner_self_ofReal]
  push_cast
  rw [hreal, sub_div, mul_div_assoc, div_self (pow_ne_zero 2 hn), mul_one]
```

## (f) The bound on the denominator

Assume in addition that $Ap\in W$, with $W$ and $m$ as in (c). Show that

$$\mathrm{Im}\,D=0,\qquad \mathrm{Re}\,D\ge m-E_0.$$

Part (e) writes $D$ as a real number. Part (c) with $v=Ap$, divided by $\|Ap\|^2>0$, bounds its first term below by $m$.

```lean
/-- For an eigenstate `p` of energy `E0` of a self-adjoint `H`, the active denominator is real and
at least `m - E0`, where `m` bounds from below the eigenvalues of `H` in an invariant subspace
containing `Ap`. -/
theorem activeDenominator_bound [FiniteDimensional ℂ V] {H A : V →ₗ[ℂ] V}
    (hH : H.IsSymmetric) {p : V} {E0 m : ℝ} (hp : H p = (E0 : ℂ) • p) (hA : A p ≠ 0)
    {W : Submodule ℂ V} (hW : ∀ v ∈ W, H v ∈ W) (hAW : A p ∈ W)
    (hm : ∀ (μ : ℝ), ∀ v ∈ W, v ≠ 0 → H v = (μ : ℂ) • v → m ≤ μ) :
    (activeDenominator H A p).im = 0 ∧ m - E0 ≤ (activeDenominator H A p).re := by
  have hn : 0 < ‖A p‖ ^ 2 := pow_pos (norm_pos_iff.2 hA) 2
  rw [activeDenominator_eq hH hp hA, Complex.ofReal_im, Complex.ofReal_re]
  have h := (le_div_iff₀ hn).2 (rayleigh_lower_bound hH hW hm hAW)
  exact ⟨rfl, by linarith⟩
```

## (g) Equality

Under the same hypotheses, show that

$$D=m-E_0\iff H(Ap)=m\,Ap.$$

If $D=m-E_0$, then (e) gives $\mathrm{Re}\langle Ap,HAp\rangle=m\|Ap\|^2$, and (d) gives the eigenvalue equation. Conversely, inserting $HAp=m\,Ap$ into (e) gives $m-E_0$. The two bullets of the proof are these two directions.

```lean
/-- For an eigenstate `p` of energy `E0`, under the hypotheses of `activeDenominator_bound`, the
active denominator equals its lower bound `m - E0` exactly when `Ap` is an eigenvector of `H` with
eigenvalue `m`. -/
theorem activeDenominator_eq_bound_iff [FiniteDimensional ℂ V] {H A : V →ₗ[ℂ] V}
    (hH : H.IsSymmetric) {p : V} {E0 m : ℝ} (hp : H p = (E0 : ℂ) • p) (hA : A p ≠ 0)
    {W : Submodule ℂ V} (hW : ∀ v ∈ W, H v ∈ W) (hAW : A p ∈ W)
    (hm : ∀ (μ : ℝ), ∀ v ∈ W, v ≠ 0 → H v = (μ : ℂ) • v → m ≤ μ) :
    activeDenominator H A p = ((m - E0 : ℝ) : ℂ) ↔ H (A p) = (m : ℂ) • A p := by
  have hn : ‖A p‖ ^ 2 ≠ 0 := pow_ne_zero 2 (norm_ne_zero_iff.2 hA)
  rw [activeDenominator_eq hH hp hA, Complex.ofReal_inj]
  constructor
  · intro h
    exact eigenvector_of_rayleigh_eq hH hW hm hAW ((div_eq_iff hn).1 (by linarith))
  · intro h
    rw [h, inner_smul_right, inner_self_ofReal, ← Complex.ofReal_mul, Complex.ofReal_re,
      mul_div_assoc, div_self hn, mul_one]
```

## (h) Attachment and ionization sectors

Let $N$ be the particle-number operator, with $NH=HN$, $NA-AN=kA$ and $Np=np$ for integers $n,k$. Keep the hypotheses of (e), and let $m$ be a lower bound only for the energies of the states with $n+k$ particles. Show that $D$ is real and

$$D\ge m-E_0.$$

Take $W=\{v:Nv=(n+k)v\}$. It is invariant, because $NHv=HNv=(n+k)Hv$. It contains $Ap$, because $NAp=ANp+kAp=(n+k)Ap$. Now use (f); the proof supplies the same three facts in its three bullets.

If $m$ is the lowest energy of the sector, $m-E_0$ is the lowest attachment energy for $k=1$ and the lowest ionization energy for $k=-1$, both for the active-space Hamiltonian. For $k=0$ the sector contains $p$ itself, so the bound cannot be positive.

```lean
/-- Let the self-adjoint `H` conserve the particle number, and let `p` be an eigenstate of energy
`E0` with `n` particles. If `A` changes the particle number by `k`, the active denominator is real
and at least `m - E0`, where `m` bounds from below the energies of the sector with `n + k`
particles. -/
theorem activeDenominator_sector_bound [FiniteDimensional ℂ V] {H A N : V →ₗ[ℂ] V}
    (hH : H.IsSymmetric) {p : V} {E0 m : ℝ} {n k : ℤ} (hp : H p = (E0 : ℂ) • p)
    (hA : A p ≠ 0) (hNH : N ∘ₗ H = H ∘ₗ N) (hNA : N ∘ₗ A - A ∘ₗ N = (k : ℂ) • A)
    (hNp : N p = (n : ℂ) • p)
    (hm : ∀ (μ : ℝ) (v : V), v ≠ 0 → N v = ((n : ℂ) + k) • v → H v = (μ : ℂ) • v → m ≤ μ) :
    (activeDenominator H A p).im = 0 ∧ m - E0 ≤ (activeDenominator H A p).re := by
  refine activeDenominator_bound (W := Module.End.eigenspace N ((n : ℂ) + k)) hH hp hA
    ?_ ?_ ?_
  · -- the Hamiltonian conserves the particle number
    intro v hv
    rw [Module.End.mem_eigenspace_iff] at hv ⊢
    have h : N (H v) = H (N v) := LinearMap.congr_fun hNH v
    rw [h, hv, map_smul]
  · rw [Module.End.mem_eigenspace_iff]
    have h : N (A p) - A (N p) = (k : ℂ) • A p := LinearMap.congr_fun hNA p
    rw [hNp, map_smul] at h
    rw [sub_eq_iff_eq_add.1 h]
    module
  · intro μ v hv h0 h
    exact hm μ v h0 (Module.End.mem_eigenspace_iff.1 hv) h
```

## (i) The second-order contribution

Let $\varepsilon$ be the orbital-energy part of the denominator and $S\ge0$ the squared coupling norm. With the hypotheses of (f) and $\varepsilon+m-E_0>0$, show that

$$\varepsilon+D>0,\qquad -\frac{S}{\varepsilon+m-E_0}\le-\frac{S}{\varepsilon+D}.$$

By (f), $\varepsilon+D\ge\varepsilon+m-E_0>0$. A larger positive denominator makes the quotient smaller, and the minus sign reverses the inequality.

If $m$ is the lowest eigenvalue of $H$ in $W$, the positivity condition says that even the cheapest excitation into $W$ costs energy, with $\varepsilon$ included. It is assumed, and $\varepsilon$ and $S$ are given real numbers, not computed from orbitals. For an exact eigenstate in a finite active space, the result excludes a vanishing denominator whenever this condition holds.

```lean
/-- For an eigenstate `p` of energy `E0`, under the hypotheses of `activeDenominator_bound`, with
orbital-energy part `ε` and squared coupling norm `S`, a positive value of `ε + (m - E0)` makes the
full denominator positive and bounds the second-order energy contribution from below. -/
theorem contribution_bound [FiniteDimensional ℂ V] {H A : V →ₗ[ℂ] V}
    (hH : H.IsSymmetric) {p : V} {E0 m ε S : ℝ} (hp : H p = (E0 : ℂ) • p) (hA : A p ≠ 0)
    {W : Submodule ℂ V} (hW : ∀ v ∈ W, H v ∈ W) (hAW : A p ∈ W)
    (hm : ∀ (μ : ℝ), ∀ v ∈ W, v ≠ 0 → H v = (μ : ℂ) • v → m ≤ μ)
    (hS : 0 ≤ S) (hε : 0 < ε + (m - E0)) :
    0 < ε + (activeDenominator H A p).re ∧
      -(S / (ε + (m - E0))) ≤ -(S / (ε + (activeDenominator H A p).re)) := by
  have h := (activeDenominator_bound hH hp hA hW hAW hm).2
  exact ⟨by linarith, neg_le_neg (div_le_div_of_nonneg_left hS hε (by linarith))⟩
```

## (j) A vacuum and two levels

Take orthonormal basis states $e_0,e_1,e_2$: a vacuum and two one-electron states of energies 1 and 3. Let $Ae_0=e_1+e_2$ and $Ae_1=Ae_2=0$. With $p=e_0$, $n=0$, $k=1$, $E_0=0$ and $m=1$, verify the hypotheses of (h) and show that

$$D=2.$$

Both $H=\mathrm{diag}(0,1,3)$ and $N=\mathrm{diag}(0,1,1)$ are real and diagonal, so $H$ is self-adjoint and they commute; both annihilate $e_0$. On $e_0$, $NA-AN$ gives $e_1+e_2=Ae_0$; on $e_1$ and $e_2$ it gives zero, as does $A$. One-electron eigenvectors have energy 1 or 3, hence at least 1. Finally, $HAp=e_1+3e_2$ and $AHp=0$, so $D=(1+3)/2=2$, strictly above the bound of 1. The normalised state $(e_1+e_2)/\sqrt2$ has this mean energy.

This non-interacting model omits the two-electron state. In Lean, `levelOp` builds $H$ and $N$, `attach` is $A$, and `vac` is $p$.

```lean
/-- A three-state model space: a vacuum and two one-electron states. -/
abbrev Model := EuclideanSpace ℂ (Fin 3)

/-- The operator that is diagonal in the three model states with real entries `d`. -/
def levelOp (d : Fin 3 → ℝ) : Model →ₗ[ℂ] Model where
  toFun v := WithLp.toLp 2 fun i => (d i : ℂ) * v i
  map_add' x y := by ext i; simp [mul_add]
  map_smul' c x := by ext i; simp [mul_left_comm]

/-- The operator that sends the vacuum to the sum of the two one-electron states and
annihilates the one-electron states. -/
def attach : Model →ₗ[ℂ] Model where
  toFun v := WithLp.toLp 2 ![0, v 0, v 0]
  map_add' x y := by ext i; fin_cases i <;> simp
  map_smul' c x := by ext i; fin_cases i <;> simp

/-- The vacuum state of the model. -/
def vac : Model := WithLp.toLp 2 ![1, 0, 0]
```

The theorem lists the hypotheses and then the value. For the spectral condition, its proof supposes $\mu<1$ and shows that every component of the eigenvector vanishes.

```lean
/-- With one-electron levels 1 and 3, the model meets the hypotheses of the sector bound with
`n = 0`, `k = 1`, `E0 = 0`, `m = 1`, and its active denominator is 2. -/
theorem activeDenominator_sector_bound_witness :
    (levelOp ![0, 1, 3]).IsSymmetric ∧ levelOp ![0, 1, 3] vac = 0 ∧ attach vac ≠ 0 ∧
    levelOp ![0, 1, 1] ∘ₗ levelOp ![0, 1, 3] = levelOp ![0, 1, 3] ∘ₗ levelOp ![0, 1, 1] ∧
    levelOp ![0, 1, 1] ∘ₗ attach - attach ∘ₗ levelOp ![0, 1, 1] = attach ∧
    levelOp ![0, 1, 1] vac = 0 ∧
    (∀ (μ : ℝ) (v : Model), v ≠ 0 → levelOp ![0, 1, 1] v = v →
      levelOp ![0, 1, 3] v = (μ : ℂ) • v → 1 ≤ μ) ∧
    activeDenominator (levelOp ![0, 1, 3]) attach vac = 2 := by
  refine ⟨?_, ?_, ?_, ?_, ?_, ?_, ?_, ?_⟩
  · intro x y
    simp only [PiLp.inner_apply]
    refine Finset.sum_congr rfl fun i _ => ?_
    simp [levelOp]
    ring
  · ext i; fin_cases i <;> simp [levelOp, vac]
  · intro h
    have h1 : (1 : ℂ) = 0 := congrArg (fun x : Model => x 1) h
    exact one_ne_zero h1
  · refine LinearMap.ext fun v => ?_
    ext i; fin_cases i <;> simp [levelOp]
  · refine LinearMap.ext fun v => ?_
    ext i; fin_cases i <;> simp [levelOp, attach]
  · ext i; fin_cases i <;> simp [levelOp, vac]
  · intro μ v hv hN hE
    by_contra hlt
    have hμ : μ < 1 := not_le.1 hlt
    -- a component on a level `a > μ` must vanish
    have aux : ∀ (a : ℝ) (z : ℂ), μ < a → (a : ℂ) * z = (μ : ℂ) * z → z = 0 := by
      intro a z ha h
      have h' : ((a - μ : ℝ) : ℂ) * z = 0 := by
        push_cast
        linear_combination h
      exact (mul_eq_zero.1 h').resolve_left (Complex.ofReal_ne_zero.2 (sub_pos.2 ha).ne')
    have n0 : ((0 : ℝ) : ℂ) * v 0 = v 0 := congrArg (fun x : Model => x 0) hN
    have z0 : v 0 = 0 := by rw [← n0, Complex.ofReal_zero, zero_mul]
    have z1 : v 1 = 0 := aux 1 _ hμ (congrArg (fun x : Model => x 1) hE)
    have z2 : v 2 = 0 := aux 3 _ (by linarith) (congrArg (fun x : Model => x 2) hE)
    apply hv
    ext i
    fin_cases i
    · exact z0
    · exact z1
    · exact z2
  · rw [activeDenominator, ← Complex.ofReal_pow, ← inner_self_ofReal]
    simp only [PiLp.inner_apply, Fin.sum_univ_three]
    simp [levelOp, attach, vac]
    norm_num

end

end NEVPT2Denominators
```

```lean
#print axioms NEVPT2Denominators.activeDenominator_eq_bound_iff
-- 'NEVPT2Denominators.activeDenominator_eq_bound_iff' depends on axioms: [propext, Classical.choice, Quot.sound]
#print axioms NEVPT2Denominators.activeDenominator_sector_bound
-- 'NEVPT2Denominators.activeDenominator_sector_bound' depends on axioms: [propext, Classical.choice, Quot.sound]
#print axioms NEVPT2Denominators.contribution_bound
-- 'NEVPT2Denominators.contribution_bound' depends on axioms: [propext, Classical.choice, Quot.sound]
```
